# Two uncoupled levels whose uniform trial state has the ground-state energy as its minimal local energy without being an eigenstate

The theorem `connectedness_needed` concerns a two-level system with the real diagonal Hamiltonian diag(0, 1), so the levels are uncoupled, and the unnormalised trial state (1, 1), which is (1, 1)/√2 when normalised. The local energy (Hψ)(x)/ψ(x), which does not depend on normalisation, is 0 at the first level and 1 at the second. The theorem states that the smaller of these values is the lowest eigenvalue of the Hamiltonian, although the trial state is not an eigenvector. The attempt computes both local energies and shows that their minimum is 0. It then gives (1, 0) as an eigenvector for 0, rules out negative eigenvalues, and notes that an eigenvalue for (1, 1) would have to equal both 0 and 1.

This version doesn't compile in Lean 4 with Mathlib:

```lean
import Mathlib

open Matrix

namespace BartaEquality

noncomputable section

variable {n : Type*} [Fintype n]

/-- The local energy `(H ψ)(x) / ψ(x)` of a trial state `ψ` at the configuration `x`. -/
def localEnergy (H : Matrix n n ℝ) (ψ : n → ℝ) (x : n) : ℝ := (H *ᵥ ψ) x / ψ x

/-- The smallest local energy of `ψ` over all configurations. -/
def minLocalEnergy [Nonempty n] (H : Matrix n n ℝ) (ψ : n → ℝ) : ℝ :=
  Finset.univ.inf' Finset.univ_nonempty (localEnergy H ψ)

/-- `E` is an eigenvalue of `H` and no eigenvalue of `H` lies below it. -/
def IsLowestEigenvalue (H : Matrix n n ℝ) (E : ℝ) : Prop :=
  (∃ v : n → ℝ, v ≠ 0 ∧ H *ᵥ v = E • v) ∧
    ∀ (μ : ℝ) (v : n → ℝ), v ≠ 0 → H *ᵥ v = μ • v → E ≤ μ

/-- For two uncoupled levels at energies 0 and 1, the minimal local energy of the uniform
trial state is the lowest eigenvalue, yet the trial state is not an eigenvector. -/
theorem connectedness_needed :
    IsLowestEigenvalue !![(0 : ℝ), 0; 0, 1] (minLocalEnergy !![(0 : ℝ), 0; 0, 1] ![1, 1]) ∧
      ¬ ∃ E : ℝ, !![(0 : ℝ), 0; 0, 1] *ᵥ ![1, 1] = E • ![1, 1] := by
  have l0 : localEnergy !![(0 : ℝ), 0; 0, 1] ![1, 1] 0 = 0 := by
    simp [localEnergy, Matrix.mulVec, dotProduct, Fin.sum_univ_two]
  have l1 : localEnergy !![(0 : ℝ), 0; 0, 1] ![1, 1] 1 = 1 := by
    simp [localEnergy, Matrix.mulVec, dotProduct, Fin.sum_univ_two]
  have hm : minLocalEnergy !![(0 : ℝ), 0; 0, 1] ![1, 1] = 0 := by
    apply le_antisymm
    · exact (Finset.inf'_le _ (Finset.mem_univ 0)).trans l0.le
    · apply Finset.le_inf'
      intro i _
      rcases Fin.exists_fin_two.mp ⟨i, rfl⟩ with h | h
      · rw [← h, l0]
      · rw [← h, l1]
        exact zero_le_one
  rw [hm]
  refine ⟨⟨⟨![1, 0], fun h => one_ne_zero (congrFun h 0), ?_⟩, ?_⟩, ?_⟩
  · ext i
    fin_cases i <;> simp [Matrix.mulVec, dotProduct, Fin.sum_univ_two]
  · intro μ v hv h
    by_contra hμ
    have hneg : μ < 0 := not_le.mp hμ
    have e0 : 0 = μ * v 0 := by
      simpa [Matrix.mulVec, dotProduct, Fin.sum_univ_two] using congrFun h 0
    have e1 : v 1 = μ * v 1 := by
      simpa [Matrix.mulVec, dotProduct, Fin.sum_univ_two] using congrFun h 1
    have v0 : v 0 = 0 := (mul_eq_zero.mp e0.symm).resolve_left hneg.ne
    have e2 : (1 - μ) * v 1 = 0 := by linear_combination e1
    have v1 : v 1 = 0 := (mul_eq_zero.mp e2).resolve_left (by intro h; linarith)
    apply hv
    ext i
    fin_cases i <;> simp [v0, v1]
  · rintro ⟨E, h⟩
    have e0 : 0 = E := by
      simpa [Matrix.mulVec, dotProduct, Fin.sum_univ_two] using congrFun h 0
    have e1 : 1 = E := by
      simpa [Matrix.mulVec, dotProduct, Fin.sum_univ_two] using congrFun h 1
    linarith

end

end BartaEquality
```

Compiling this gives:

```
Main.lean:38:12: error: Tactic `rewrite` failed: Did not find an occurrence of the pattern
  0
in the target expression
  0 ≤ localEnergy !![0, 0; 0, 1] ![1, 1] i

case a.inl
l0 : localEnergy !![0, 0; 0, 1] ![1, 1] 0 = 0
l1 : localEnergy !![0, 0; 0, 1] ![1, 1] 1 = 1
i : Fin 2
a✝ : i ∈ Finset.univ
h : i = 0
⊢ 0 ≤ localEnergy !![0, 0; 0, 1] ![1, 1] i
Main.lean:39:12: error: Tactic `rewrite` failed: Did not find an occurrence of the pattern
  1
in the target expression
  0 ≤ localEnergy !![0, 0; 0, 1] ![1, 1] i

case a.inr
l0 : localEnergy !![0, 0; 0, 1] ![1, 1] 0 = 0
l1 : localEnergy !![0, 0; 0, 1] ![1, 1] 1 = 1
i : Fin 2
a✝ : i ∈ Finset.univ
h : i = 1
⊢ 0 ≤ localEnergy !![0, 0; 0, 1] ![1, 1] i
```

Diagnosis. Both errors arise in proving that each local energy is at least 0, where the index `i` is split into its two cases. The hypothesis `h` reads `i = 0` in one case and `i = 1` in the other. `rw [← h]` uses it from right to left, so it looks for the index `0` or `1` in order to replace it with `i`. The goal has `i` as the argument of `localEnergy`, and no such index to replace. The `0` on the left of the inequality is no match, as it is a real number, while the one sought is of type `Fin 2`.

The repair drops the arrow. `rw [h]` replaces `i` with the concrete index, so that `l0` and `l1` apply. In the second case `l1` then turns the goal into `0 ≤ 1`, which `zero_le_one` proves as before. In the first, `exact l0.ge` reads the inequality directly off the equality `l0`. This last change is mere tidying, since rewriting with `l0` would have given the trivial `0 ≤ 0`.

Fix (accepted with no message):

```diff
@@ -36,6 +36,7 @@
       intro i _
       rcases Fin.exists_fin_two.mp ⟨i, rfl⟩ with h | h
-      · rw [← h, l0]
-      · rw [← h, l1]
+      · rw [h]
+        exact l0.ge
+      · rw [h, l1]
         exact zero_le_one
   rw [hm]
```
